# For two equal spins, a biquadratic term B shifts the collinear fit of J to J − B/2

Take two spins of equal length s > 0 with H = J X + B X² and X = S₁·S₂. If J is fitted to the energies of the parallel and antiparallel product states, the result is

(E↑↑ − E↑↓)/(2s²) = J − B/2,

which equals J exactly when B = 0. For s = 1 the quintet, triplet and singlet levels are J + B, −J + B and −2J + 4B.

## Two couplings and two collinear states

J is the Heisenberg exchange, antiferromagnetic when positive. B stands for a correction quadratic in S₁·S₂, such as higher-order electron hopping can produce. Broken-symmetry calculations in electronic structure extract J from a high-spin and a broken-symmetry energy; the result bears on them insofar as these energies are the expectation values of H in product states of a two-site spin model.

## Levels from the total spin

With ħ = 1, a site state |m⟩ satisfies

S₊S₋|m⟩ = (s+m)(s−m+1)|m⟩, S₋S₊|m⟩ = (s−m)(s+m+1)|m⟩.

Half the sum of these two factors is s(s+1) − m². Adding S_z² = m² gives S² = s(s+1) on each site, so

(S₁+S₂)² = 2s(s+1) + 2X.

A state of total spin S therefore has X = x and energy Jx + Bx², where

x = S(S+1)/2 − s(s+1).

For s = 1 and S = 2, 1, 0 this gives x = 1, −1, −2, and hence the three levels above.

## Energies of the product states

Write X = S_z S_z + (S₊S₋ + S₋S₊)/2, the first factor acting on site 1. Both flip terms annihilate |s,s⟩, so

E↑↑ = J s² + B s⁴.

On the antiparallel state one flip survives. Its two ladder factors are both √(2s), so

X|s,−s⟩ = −s²|s,−s⟩ + s|s−1,−s+1⟩.

X is symmetric, so ⟨X²⟩ is the squared length of this vector, s⁴ + s²:

E↑↓ = −J s² + B(s⁴ + s²).

The difference is 2s²J − s²B, and division by 2s² gives J − B/2. For s = 1/2, X² = 3/16 − X/2, so there J − B/2 is the entire coefficient of X.

## Spin 1 with J = 10 and B = 2

In any energy unit the levels are 12, −8 and −12. The antiparallel state has weights 1/6, 1/2 and 1/3 on quintet, triplet and singlet, so its energy is 2 − 4 − 4 = −6. The parallel state has energy 12. Half the difference is 9, not 10.

## What the Lean statements say

The natural number `n` is 2s, and index `i` in `Fin (n + 1)` means m = n/2 − i. `raise n` is S₊ and its transpose is S₋. The pair lives on the Kronecker product, with site 1 first. `totalSq` is built from the components of S₁+S₂, so its relation to X is proved, not put in by definition. `energy` is v·Hv, the expectation value for normalised v; each `ket i j` is normalised.

`spin_one_levels` says that a vector with a given total spin satisfies the corresponding eigenvalue equation. `spin_one_levels_witness` supplies one nonzero vector for each S, all with M = 0, where M = m₁ + m₂ is the eigenvalue of the total S_z; multiplicities are not counted. `fittedCoupling_eq` assumes `n ≠ 0`, that is, a spin is present. Orbitals, determinants and further sites do not enter the model.

```lean
import Mathlib

open Matrix
open scoped Kronecker

namespace BiquadraticExchange

noncomputable section

/-- The matrix of `S_z` for spin `n/2`; the basis state `i` has `m = n/2 - i`. -/
def sz (n : ℕ) : Matrix (Fin (n + 1)) (Fin (n + 1)) ℝ :=
  diagonal fun i => (n : ℝ) / 2 - (i : ℕ)

/-- The raising matrix `S₊` for spin `n/2`; its transpose is the lowering matrix `S₋`. -/
def raise (n : ℕ) : Matrix (Fin (n + 1)) (Fin (n + 1)) ℝ :=
  Matrix.of fun i j =>
    if (i : ℕ) + 1 = (j : ℕ) then √(((j : ℕ) : ℝ) * (n + 1 - (j : ℕ))) else 0

/-- The scalar product `X = S₁·S₂ = S_z S_z + (S₊S₋ + S₋S₊)/2` of two spins `n/2`. -/
def exchange (n : ℕ) : Matrix (Fin (n + 1) × Fin (n + 1)) (Fin (n + 1) × Fin (n + 1)) ℝ :=
  sz n ⊗ₖ sz n + (1 / 2 : ℝ) • (raise n ⊗ₖ (raise n)ᵀ + (raise n)ᵀ ⊗ₖ raise n)

/-- The bilinear-biquadratic Hamiltonian `H = J X + B X²`. -/
def hamiltonian (n : ℕ) (J B : ℝ) :
    Matrix (Fin (n + 1) × Fin (n + 1)) (Fin (n + 1) × Fin (n + 1)) ℝ :=
  J • exchange n + B • (exchange n * exchange n)

/-- The sum `A₁ + A₂` of a one-site operator over the two sites. -/
def total {n : ℕ} (A : Matrix (Fin (n + 1)) (Fin (n + 1)) ℝ) :
    Matrix (Fin (n + 1) × Fin (n + 1)) (Fin (n + 1) × Fin (n + 1)) ℝ :=
  A ⊗ₖ 1 + 1 ⊗ₖ A

/-- The square of the total spin `S₁ + S₂`, built from its components. -/
def totalSq (n : ℕ) : Matrix (Fin (n + 1) × Fin (n + 1)) (Fin (n + 1) × Fin (n + 1)) ℝ :=
  total (sz n) * total (sz n) + (1 / 2 : ℝ) •
    (total (raise n) * total (raise n)ᵀ + total (raise n)ᵀ * total (raise n))

/-- The product state with site 1 in basis state `i` and site 2 in basis state `j`. -/
def ket {n : ℕ} (i j : Fin (n + 1)) : Fin (n + 1) × Fin (n + 1) → ℝ := Pi.single (i, j) 1

/-- The energy expectation value of a normalized real state `v`. -/
def energy (n : ℕ) (J B : ℝ) (v : Fin (n + 1) × Fin (n + 1) → ℝ) : ℝ :=
  v ⬝ᵥ (hamiltonian n J B *ᵥ v)

/-- The coupling `(E↑↑ - E↑↓)/(2s²)` fitted to the two collinear product states, for
spin `s = n/2` with `n ≠ 0`. -/
def fittedCoupling (n : ℕ) (J B : ℝ) : ℝ :=
  (energy n J B (ket 0 0) - energy n J B (ket 0 (Fin.last n))) / (2 * ((n : ℝ) / 2) ^ 2)

/-- `S₊S₋` and `S₋S₊` are diagonal, with the squared ladder coefficients as entries. -/
theorem ladder_products (n : ℕ) :
    raise n * (raise n)ᵀ =
      diagonal (fun i : Fin (n + 1) => (((i : ℕ) : ℝ) + 1) * (n - (i : ℕ))) ∧
    (raise n)ᵀ * raise n =
      diagonal (fun i : Fin (n + 1) => ((i : ℕ) : ℝ) * (n + 1 - (i : ℕ))) := by
  have hsq : ∀ k : Fin (n + 1), √(((k : ℕ) : ℝ) * (n + 1 - (k : ℕ))) *
      √(((k : ℕ) : ℝ) * (n + 1 - (k : ℕ))) = ((k : ℕ) : ℝ) * (n + 1 - (k : ℕ)) := by
    intro k
    have hk : ((k : ℕ) : ℝ) ≤ n := by exact_mod_cast Nat.le_of_lt_succ k.isLt
    exact Real.mul_self_sqrt (mul_nonneg (Nat.cast_nonneg _) (by linarith))
  constructor
  · ext i j
    rw [Matrix.mul_apply, diagonal_apply]
    simp only [transpose_apply, raise, Matrix.of_apply]
    by_cases h : i = j
    · subst h
      rw [if_pos rfl]
      by_cases hi : (i : ℕ) = n
      · -- the lowest state cannot be lowered
        rw [Finset.sum_eq_zero, hi]
        · ring
        · intro k _
          have hk : ¬ ((i : ℕ) + 1 = (k : ℕ)) := by have := k.isLt; omega
          rw [if_neg hk, zero_mul]
      · obtain ⟨k, hk⟩ : ∃ k : Fin (n + 1), (i : ℕ) + 1 = (k : ℕ) :=
          ⟨⟨(i : ℕ) + 1, by have := i.isLt; omega⟩, rfl⟩
        have hkR : ((k : ℕ) : ℝ) = (i : ℕ) + 1 := by exact_mod_cast hk.symm
        rw [Finset.sum_eq_single k]
        · rw [if_pos hk, hsq, hkR]
          ring
        · intro l _ hl
          have h2 : ¬ ((i : ℕ) + 1 = (l : ℕ)) := fun h => hl (Fin.ext (by omega))
          rw [if_neg h2, zero_mul]
        · intro h
          exact absurd (Finset.mem_univ k) h
    · rw [if_neg h]
      refine Finset.sum_eq_zero fun k _ => ?_
      by_cases h1 : (i : ℕ) + 1 = (k : ℕ)
      · have h2 : ¬ ((j : ℕ) + 1 = (k : ℕ)) := fun h2 => h (Fin.ext (by omega))
        rw [if_neg h2, mul_zero]
      · rw [if_neg h1, zero_mul]
  · ext i j
    rw [Matrix.mul_apply, diagonal_apply]
    simp only [transpose_apply, raise, Matrix.of_apply]
    by_cases h : i = j
    · subst h
      rw [if_pos rfl]
      by_cases hi : (i : ℕ) = 0
      · -- the highest state cannot be raised
        rw [Finset.sum_eq_zero, hi]
        · simp
        · intro k _
          have hk : ¬ ((k : ℕ) + 1 = (i : ℕ)) := by omega
          rw [if_neg hk, zero_mul]
      · obtain ⟨k, hk⟩ : ∃ k : Fin (n + 1), (k : ℕ) + 1 = (i : ℕ) :=
          ⟨⟨(i : ℕ) - 1, by have := i.isLt; omega⟩, by
            show (i : ℕ) - 1 + 1 = (i : ℕ)
            omega⟩
        rw [Finset.sum_eq_single k]
        · rw [if_pos hk, hsq]
        · intro l _ hl
          have h2 : ¬ ((l : ℕ) + 1 = (i : ℕ)) := fun h => hl (Fin.ext (by omega))
          rw [if_neg h2, zero_mul]
        · intro h
          exact absurd (Finset.mem_univ k) h
    · rw [if_neg h]
      refine Finset.sum_eq_zero fun k _ => ?_
      by_cases h1 : (k : ℕ) + 1 = (i : ℕ)
      · have h2 : ¬ ((k : ℕ) + 1 = (j : ℕ)) := fun h2 => h (Fin.ext (by omega))
        rw [if_neg h2, mul_zero]
      · rw [if_neg h1, zero_mul]

/-- On one site `S² = s(s+1)` with `s = n/2`. -/
theorem casimir (n : ℕ) :
    sz n * sz n + (1 / 2 : ℝ) • (raise n * (raise n)ᵀ + (raise n)ᵀ * raise n) =
      ((n : ℝ) / 2 * (n / 2 + 1)) • (1 : Matrix (Fin (n + 1)) (Fin (n + 1)) ℝ) := by
  rw [(ladder_products n).1, (ladder_products n).2, sz, diagonal_mul_diagonal]
  ext i j
  simp only [Matrix.add_apply, Matrix.smul_apply, diagonal_apply, Matrix.one_apply, smul_eq_mul]
  split_ifs <;> ring

/-- The total spin fixes the exchange operator: `(S₁ + S₂)² = 2s(s+1) + 2 S₁·S₂`. -/
theorem totalSq_eq (n : ℕ) :
    totalSq n = (2 * ((n : ℝ) / 2 * (n / 2 + 1))) • 1 + (2 : ℝ) • exchange n := by
  have hmul : ∀ A C : Matrix (Fin (n + 1)) (Fin (n + 1)) ℝ,
      total A * total C = (A * C) ⊗ₖ 1 + 1 ⊗ₖ (A * C) + A ⊗ₖ C + C ⊗ₖ A := by
    intro A C
    simp only [total, add_mul, mul_add, ← mul_kronecker_mul, one_mul, mul_one]
    abel
  rw [totalSq, hmul, hmul, hmul, exchange, ← one_kronecker_one]
  ext ⟨a, b⟩ ⟨c, d⟩
  have h1 := congrFun (congrFun (casimir n) a) c
  have h2 := congrFun (congrFun (casimir n) b) d
  simp only [Matrix.add_apply, Matrix.smul_apply, kroneckerMap_apply, smul_eq_mul] at h1 h2 ⊢
  linear_combination (1 : Matrix (Fin (n + 1)) (Fin (n + 1)) ℝ) b d * h1 +
    (1 : Matrix (Fin (n + 1)) (Fin (n + 1)) ℝ) a c * h2

/-- A state of total spin `S` satisfies `H v = (J x + B x²) v` with
`x = S(S+1)/2 - s(s+1)` and `s = n/2`. -/
theorem level_energy (n : ℕ) (J B S : ℝ) (v : Fin (n + 1) × Fin (n + 1) → ℝ)
    (h : totalSq n *ᵥ v = (S * (S + 1)) • v) :
    hamiltonian n J B *ᵥ v =
      (J * (S * (S + 1) / 2 - (n : ℝ) / 2 * (n / 2 + 1)) +
        B * (S * (S + 1) / 2 - (n : ℝ) / 2 * (n / 2 + 1)) ^ 2) • v := by
  rw [totalSq_eq, Matrix.add_mulVec, Matrix.smul_mulVec, Matrix.smul_mulVec,
    Matrix.one_mulVec] at h
  have hX : exchange n *ᵥ v = (S * (S + 1) / 2 - (n : ℝ) / 2 * (n / 2 + 1)) • v := by
    linear_combination (norm := module) (1 / 2 : ℝ) • h
  rw [hamiltonian, Matrix.add_mulVec, Matrix.smul_mulVec, Matrix.smul_mulVec,
    ← Matrix.mulVec_mulVec, hX, Matrix.mulVec_smul, hX]
  module

/-- For two spins 1, states of total spin 2, 1 and 0 have the energies
`J + B`, `-J + B` and `-2J + 4B`. -/
theorem spin_one_levels (J B : ℝ) (v : Fin (2 + 1) × Fin (2 + 1) → ℝ) :
    (totalSq 2 *ᵥ v = ((2 : ℝ) * (2 + 1)) • v → hamiltonian 2 J B *ᵥ v = (J + B) • v) ∧
    (totalSq 2 *ᵥ v = ((1 : ℝ) * (1 + 1)) • v → hamiltonian 2 J B *ᵥ v = (-J + B) • v) ∧
    (totalSq 2 *ᵥ v = ((0 : ℝ) * (0 + 1)) • v →
      hamiltonian 2 J B *ᵥ v = (-2 * J + 4 * B) • v) := by
  refine ⟨fun h => ?_, fun h => ?_, fun h => ?_⟩
  · exact (level_energy 2 J B 2 v h).trans (by congr 1; push_cast; ring)
  · exact (level_energy 2 J B 1 v h).trans (by congr 1; push_cast; ring)
  · exact (level_energy 2 J B 0 v h).trans (by congr 1; push_cast; ring)

/-- The unnormalized state `|1,-1⟩ + 2|0,0⟩ + |-1,1⟩` of two spins 1. -/
def quintet : Fin (2 + 1) × Fin (2 + 1) → ℝ := ket 0 2 + (2 : ℝ) • ket 1 1 + ket 2 0

/-- The unnormalized state `|1,-1⟩ - |-1,1⟩` of two spins 1. -/
def triplet : Fin (2 + 1) × Fin (2 + 1) → ℝ := ket 0 2 - ket 2 0

/-- The unnormalized state `|1,-1⟩ - |0,0⟩ + |-1,1⟩` of two spins 1. -/
def singlet : Fin (2 + 1) × Fin (2 + 1) → ℝ := ket 0 2 - ket 1 1 + ket 2 0

/-- The three explicit states have total spin 2, 1 and 0, and the antiparallel product state
`|1,-1⟩` is a superposition of all three. -/
theorem spin_one_levels_witness :
    totalSq 2 *ᵥ quintet = ((2 : ℝ) * (2 + 1)) • quintet ∧
    totalSq 2 *ᵥ triplet = ((1 : ℝ) * (1 + 1)) • triplet ∧
    totalSq 2 *ᵥ singlet = ((0 : ℝ) * (0 + 1)) • singlet ∧
    ket 0 2 = (1 / 6 : ℝ) • quintet + (1 / 2 : ℝ) • triplet + (1 / 3 : ℝ) • singlet := by
  have hs : √(2 : ℝ) * √2 = 2 := Real.mul_self_sqrt (by norm_num)
  have hp : ∀ a c : Fin (2 + 1),
      raise 2 a c = √2 * (if (a : ℕ) + 1 = (c : ℕ) then 1 else 0) := by
    intro a c
    fin_cases a <;> fin_cases c <;> norm_num [raise]
  -- matrix elements of the exchange operator, free of square roots
  have key : ∀ a b c d : Fin (2 + 1), (exchange 2 *ᵥ ket c d) (a, b) =
      sz 2 a c * sz 2 b d +
      ((if (a : ℕ) + 1 = (c : ℕ) then 1 else 0) * (if (d : ℕ) + 1 = (b : ℕ) then 1 else 0) +
       (if (c : ℕ) + 1 = (a : ℕ) then 1 else 0) * (if (b : ℕ) + 1 = (d : ℕ) then 1 else 0)) := by
    intro a b c d
    have hcol : (exchange 2 *ᵥ ket c d) (a, b) = exchange 2 (a, b) (c, d) := by
      simp [ket, Matrix.mulVec, dotProduct, Pi.single_apply]
    rw [hcol]
    simp only [exchange, Matrix.add_apply, Matrix.smul_apply, kroneckerMap_apply,
      transpose_apply, smul_eq_mul, hp]
    linear_combination (1 / 2 : ℝ) *
      ((if (a : ℕ) + 1 = (c : ℕ) then 1 else 0) * (if (d : ℕ) + 1 = (b : ℕ) then 1 else 0) +
       (if (c : ℕ) + 1 = (a : ℕ) then 1 else 0) * (if (b : ℕ) + 1 = (d : ℕ) then 1 else 0)) * hs
  have hk : ∀ a b c d : Fin (2 + 1), ket c d (a, b) =
      if (a : ℕ) = (c : ℕ) ∧ (b : ℕ) = (d : ℕ) then (1 : ℝ) else 0 := by
    intro a b c d
    have h : (a, b) = (c, d) ↔ (a : ℕ) = (c : ℕ) ∧ (b : ℕ) = (d : ℕ) := by
      rw [Prod.mk.injEq, Fin.ext_iff, Fin.ext_iff]
    simp only [ket, Pi.single_apply]
    exact if_congr h rfl rfl
  have hz : ∀ a c : Fin (2 + 1), sz 2 a c =
      if (a : ℕ) = (c : ℕ) then ((2 : ℕ) : ℝ) / 2 - (a : ℕ) else 0 := by
    intro a c
    simp only [sz, diagonal_apply]
    exact if_congr Fin.ext_iff rfl rfl
  have h02 : exchange 2 *ᵥ ket 0 2 = -ket 0 2 + ket 1 1 := by
    ext ⟨a, b⟩
    simp only [key, Pi.add_apply, Pi.neg_apply, hk, hz]
    fin_cases a <;> fin_cases b <;> norm_num
  have h11 : exchange 2 *ᵥ ket 1 1 = ket 0 2 + ket 2 0 := by
    ext ⟨a, b⟩
    simp only [key, Pi.add_apply, hk, hz]
    fin_cases a <;> fin_cases b <;> norm_num
  have h20 : exchange 2 *ᵥ ket 2 0 = -ket 2 0 + ket 1 1 := by
    ext ⟨a, b⟩
    simp only [key, Pi.add_apply, Pi.neg_apply, hk, hz]
    fin_cases a <;> fin_cases b <;> norm_num
  have hT : ∀ v, totalSq 2 *ᵥ v = (4 : ℝ) • v + (2 : ℝ) • (exchange 2 *ᵥ v) := by
    intro v
    rw [totalSq_eq, Matrix.add_mulVec, Matrix.smul_mulVec, Matrix.smul_mulVec,
      Matrix.one_mulVec]
    congr 2
    norm_num
  refine ⟨?_, ?_, ?_, ?_⟩
  · rw [hT, quintet, Matrix.mulVec_add, Matrix.mulVec_add, Matrix.mulVec_smul, h02, h11, h20]
    module
  · rw [hT, triplet, Matrix.mulVec_sub, h02, h20]
    module
  · rw [hT, singlet, Matrix.mulVec_add, Matrix.mulVec_sub, h02, h11, h20]
    module
  · rw [quintet, triplet, singlet]
    module

/-- The energy of the product state `|m₁,m₂⟩`, `m₁ = n/2 - i`, `m₂ = n/2 - j`: the classical
value `J m₁m₂ + B (m₁m₂)²` plus a spin-flip term proportional to `B`. -/
theorem energy_product (n : ℕ) (J B : ℝ) (i j : Fin (n + 1)) :
    energy n J B (ket i j) =
      J * (((n : ℝ) / 2 - (i : ℕ)) * ((n : ℝ) / 2 - (j : ℕ))) +
      B * ((((n : ℝ) / 2 - (i : ℕ)) * ((n : ℝ) / 2 - (j : ℕ))) ^ 2 +
        ((((i : ℕ) : ℝ) + 1) * (n - (i : ℕ)) * (((j : ℕ) : ℝ) * (n + 1 - (j : ℕ))) +
         ((i : ℕ) : ℝ) * (n + 1 - (i : ℕ)) * ((((j : ℕ) : ℝ) + 1) * (n - (j : ℕ)))) / 4) := by
  have hE : energy n J B (ket i j) = hamiltonian n J B (i, j) (i, j) := by
    simp [energy, ket, Matrix.mulVec, dotProduct, Pi.single_apply]
  have hz : ∀ k, sz n k k = (n : ℝ) / 2 - (k : ℕ) := fun k => by simp [sz]
  have hp : ∀ k, raise n k k = 0 := fun k => by simp [raise]
  have hzz : ∀ k, (sz n * sz n) k k = ((n : ℝ) / 2 - (k : ℕ)) ^ 2 := fun k => by
    rw [sz, diagonal_mul_diagonal, diagonal_apply_eq]
    ring
  -- operators that change m have no diagonal elements
  have hzp : ∀ k, (sz n * raise n) k k = 0 := fun k => by
    rw [sz, diagonal_mul, hp, mul_zero]
  have hpz : ∀ k, (raise n * sz n) k k = 0 := fun k => by
    rw [sz, mul_diagonal, hp, zero_mul]
  have hzm : ∀ k, (sz n * (raise n)ᵀ) k k = 0 := fun k => by
    rw [sz, diagonal_mul, transpose_apply, hp, mul_zero]
  have hmz : ∀ k, ((raise n)ᵀ * sz n) k k = 0 := fun k => by
    rw [sz, mul_diagonal, transpose_apply, hp, zero_mul]
  have hpp : ∀ k, (raise n * raise n) k k = 0 := fun k => by
    rw [Matrix.mul_apply]
    refine Finset.sum_eq_zero fun l _ => ?_
    simp only [raise, Matrix.of_apply]
    by_cases h1 : (k : ℕ) + 1 = (l : ℕ)
    · have h2 : ¬ ((l : ℕ) + 1 = (k : ℕ)) := by omega
      rw [if_neg h2, mul_zero]
    · rw [if_neg h1, zero_mul]
  have hmm : ∀ k, ((raise n)ᵀ * (raise n)ᵀ) k k = 0 := fun k => by
    rw [← transpose_mul, transpose_apply, hpp]
  rw [hE]
  simp only [hamiltonian, exchange, add_mul, mul_add, smul_add, smul_mul_assoc, mul_smul_comm,
    ← mul_kronecker_mul, Matrix.add_apply, Matrix.smul_apply, kroneckerMap_apply, smul_eq_mul,
    hz, hzz, hzp, hpz, hzm, hmz, hpp, hmm, transpose_apply, hp,
    (ladder_products n).1, (ladder_products n).2, diagonal_apply_eq]
  ring

/-- For any nonzero spin the two-state fit returns `J - B/2`. -/
theorem fittedCoupling_eq (n : ℕ) (hn : n ≠ 0) (J B : ℝ) :
    fittedCoupling n J B = J - B / 2 := by
  have hn' : (n : ℝ) ≠ 0 := Nat.cast_ne_zero.mpr hn
  have hpos : 2 * ((n : ℝ) / 2) ^ 2 ≠ 0 := by positivity
  rw [fittedCoupling, div_eq_iff hpos, energy_product, energy_product]
  simp only [Fin.val_zero, Fin.val_last, Nat.cast_zero]
  ring

/-- For any nonzero spin the two-state fit returns the true `J` exactly when `B = 0`. -/
theorem fittedCoupling_eq_iff (n : ℕ) (hn : n ≠ 0) (J B : ℝ) :
    fittedCoupling n J B = J ↔ B = 0 := by
  rw [fittedCoupling_eq n hn]
  constructor <;> intro h <;> linarith

/-- For two spins 1 the parallel and antiparallel product states have energies `J + B` and
`-J + 2B`, and half their difference is `J - B/2`. -/
theorem spin_one_product_energies (J B : ℝ) :
    energy 2 J B (ket 0 0) = J + B ∧ energy 2 J B (ket 0 (Fin.last 2)) = -J + 2 * B ∧
    (energy 2 J B (ket 0 0) - energy 2 J B (ket 0 (Fin.last 2))) / 2 = J - B / 2 := by
  have h1 : energy 2 J B (ket 0 0) = J + B := by
    rw [energy_product]
    simp only [Fin.val_zero, Nat.cast_zero, Nat.cast_ofNat]
    ring
  have h2 : energy 2 J B (ket 0 (Fin.last 2)) = -J + 2 * B := by
    rw [energy_product]
    simp only [Fin.val_zero, Fin.val_last, Nat.cast_zero, Nat.cast_ofNat]
    ring
  refine ⟨h1, h2, ?_⟩
  rw [h1, h2]
  ring

end

end BiquadraticExchange
```

```lean
#print axioms BiquadraticExchange.spin_one_levels
#print axioms BiquadraticExchange.fittedCoupling_eq_iff
#print axioms BiquadraticExchange.spin_one_product_energies
```

```
'BiquadraticExchange.spin_one_levels' depends on axioms: [propext, Classical.choice, Quot.sound]
'BiquadraticExchange.fittedCoupling_eq_iff' depends on axioms: [propext, Classical.choice, Quot.sound]
'BiquadraticExchange.spin_one_product_energies' depends on axioms: [propext, Classical.choice, Quot.sound]
```

## From ladder products to the fit

`ladder_products` computes both diagonal matrices. Each matrix sum has at most one nonzero term, and the case splits isolate it or show that the ladder has ended. `casimir` adds S_z². `totalSq_eq` expands the total-spin components and uses `casimir` once per site, through `linear_combination`.

`level_energy` solves that identity for Xv and applies X twice; `spin_one_levels` inserts S = 2, 1, 0. The witness theorem computes X on the three M = 0 product states, checking all nine components with `fin_cases`, and combines the results linearly.

`energy_product` treats every |m₁,m₂⟩. It reads the energy as a diagonal element of H and expands X² with `mul_kronecker_mul`. Products that change m have zero diagonal, which leaves (m₁m₂)² and the flip term. `fittedCoupling_eq` inserts the two collinear states and clears the nonzero denominator. `fittedCoupling_eq_iff` then follows by linear arithmetic, and `spin_one_product_energies` evaluates the case s = 1.
